# For projector matrices P and Q, Q − P is positive semidefinite exactly when QP = P

Let $P$ and $Q$ be Hermitian idempotent complex matrices of the same finite size. Then

$$Q-P\ \text{is positive semidefinite}\quad\Longleftrightarrow\quad QP=P .$$

Write $P\le Q$ for the left side. It says that in every state the answer "yes" to $Q$ is at least as probable as the answer "yes" to $P$. The right side is a single matrix product. For subspaces spanned by orbitals in a finite orthonormal basis, it tests whether one orbital space lies inside another.

## Yes-no propositions as matrices

The index type `n` labels the levels of a finite system in an orthonormal basis. An operator is a `Matrix n n ℂ` and a state vector is a function `n → ℂ`, not necessarily normalised. In the code `A *ᵥ x` is $Ax$, `star x ⬝ᵥ y` is $x^\dagger y$, and `Aᴴ` is $A^\dagger$. Opening `ComplexOrder` gives $0\le z$ for complex $z$ the meaning "real and non-negative".

```lean
import Mathlib

open Matrix
open scoped ComplexOrder

namespace QuantumLogicOrder

noncomputable section

variable {n : Type*} [Fintype n] [DecidableEq n]
```

A proposition is a matrix with $P^\dagger=P$ and $P^2=P$. These two conditions stand for an ideal sharp measurement with outcomes 1 and 0. Unsharp measurements, whose operators need not be idempotent, and infinite-dimensional spaces are not covered.

```lean
/-- A yes-no proposition about a quantum system with finitely many levels:
a Hermitian idempotent matrix. -/
structure IsProjector (P : Matrix n n ℂ) : Prop where
  herm : P.IsHermitian
  idem : P * P = P
```

## Probabilities as squared lengths

If $Ax=Bx$ for every $x$, then $A=B$: applied to the $j$-th basis vector, `Pi.single j 1` in Lean, the two sides give the $j$-th columns.

```lean
/-- Two matrices that act in the same way on every state vector are equal. -/
theorem eq_of_mulVec_eq {A B : Matrix n n ℂ} (h : ∀ x, A *ᵥ x = B *ᵥ x) : A = B := by
  ext i j
  simpa using congrFun (h (Pi.single j 1)) i
```

With $\|v\|^2=v^\dagger v$, a projector satisfies

$$x^\dagger Px=x^\dagger P\,Px=x^\dagger P^\dagger Px=(Px)^\dagger(Px)=\|Px\|^2 .$$

For $x\neq0$ the probability of "yes" is this number divided by $\|x\|^2$. The proof runs the chain from right to left, using Hermiticity and then idempotency.

```lean
omit [DecidableEq n] in
/-- For a projector `P` and any vector `x`, the number `x† P x` is the squared length of the
projected vector `P x`. -/
theorem expectation_eq {P : Matrix n n ℂ} (hP : IsProjector P) (x : n → ℂ) :
    star x ⬝ᵥ (P *ᵥ x) = star (P *ᵥ x) ⬝ᵥ (P *ᵥ x) := by
  rw [Matrix.star_mulVec, hP.herm.eq, ← Matrix.dotProduct_mulVec, Matrix.mulVec_mulVec,
    hP.idem]
```

## Negation and difference

The negation of $P$ is $1-P$. It is Hermitian, and $(1-P)^2=1-P-P+P^2=1-P$.

```lean
/-- The negation `1 - P` of a proposition `P` is again a projector. -/
theorem IsProjector.compl {P : Matrix n n ℂ} (hP : IsProjector P) : IsProjector (1 - P) where
  herm := Matrix.isHermitian_one.sub hP.herm
  idem := by simp [sub_mul, mul_sub, hP.idem]
```

Now suppose $QP=P$. The adjoint of this equation is $PQ=P$, so

$$(Q-P)^2=Q^2-QP-PQ+P^2=Q-P-P+P=Q-P .$$

The difference is also Hermitian, so it is a projector. In the proof `h` is $QP=P$ and `h'` is its adjoint.

```lean
omit [DecidableEq n] in
/-- For projectors `P` and `Q`, the difference `Q - P` is a projector if `Q P = P`. -/
theorem IsProjector.sub {P Q : Matrix n n ℂ} (hP : IsProjector P) (hQ : IsProjector Q)
    (h : Q * P = P) : IsProjector (Q - P) where
  herm := hQ.herm.sub hP.herm
  idem := by
    -- the adjoint of `Q P = P` is `P Q = P`
    have h' := congrArg Matrix.conjTranspose h
    rw [Matrix.conjTranspose_mul, hP.herm.eq, hQ.herm.eq] at h'
    rw [sub_mul, mul_sub, mul_sub, hQ.idem, h, h', hP.idem, sub_self, sub_zero]
```

## The order criterion

Suppose first that $Q-P$ is positive semidefinite. Take any $x$ and set $y=(1-Q)x$. Then $Qy=(Q-Q^2)x=0$, and positivity at $y$ gives

$$0\le y^\dagger(Q-P)y=-y^\dagger Py=-\|Py\|^2 .$$

Hence $Py=0$, that is, $P(1-Q)x=0$ for every $x$. Therefore $P=PQ$, and the adjoint is $P=QP$.

Conversely, if $QP=P$, then $D=Q-P$ is a projector. So $D=D^\dagger D$ and $x^\dagger Dx=\|Dx\|^2\ge0$.

In the theorem, `PosSemidef` is the usual condition: a Hermitian matrix with $x^\dagger Ax\ge0$ for all $x$. The statement `key` is $P(1-Q)x=0$, and `h0` is the displayed inequality. A squared length that is both at most and at least zero vanishes, and so does its vector.

```lean
/-- **Quantum logic order.** For projectors `P` and `Q`, the difference `Q - P` is positive
semidefinite if and only if `Q P = P`. -/
theorem posSemidef_sub_iff {P Q : Matrix n n ℂ} (hP : IsProjector P) (hQ : IsProjector Q) :
    (Q - P).PosSemidef ↔ Q * P = P := by
  constructor
  · intro h
    -- test positivity on vectors `y = (1 - Q) x`, which `Q` annihilates
    have key : ∀ x, (P * (1 - Q)) *ᵥ x = (0 : Matrix n n ℂ) *ᵥ x := by
      intro x
      rw [← Matrix.mulVec_mulVec, Matrix.zero_mulVec]
      have hy : Q *ᵥ ((1 - Q) *ᵥ x) = 0 := by
        rw [Matrix.mulVec_mulVec, mul_sub, mul_one, hQ.idem, sub_self, Matrix.zero_mulVec]
      have h0 := h.dotProduct_mulVec_nonneg ((1 - Q) *ᵥ x)
      rw [Matrix.sub_mulVec Q P, hy, zero_sub, dotProduct_neg, expectation_eq hP] at h0
      exact dotProduct_star_self_eq_zero.1
        (le_antisymm (neg_nonneg.1 h0) (dotProduct_star_self_nonneg _))
    have h1 := eq_of_mulVec_eq key
    rw [mul_sub, mul_one, sub_eq_zero] at h1
    -- the adjoint of `P = P Q` is `P = Q P`
    have h2 := congrArg Matrix.conjTranspose h1
    rw [Matrix.conjTranspose_mul, hP.herm.eq, hQ.herm.eq] at h2
    exact h2.symm
  · intro h
    -- the difference is a projector `D`, and `D = Dᴴ D` is positive
    have hD := hP.sub hQ h
    have hpos := Matrix.posSemidef_conjTranspose_mul_self (Q - P)
    rwa [hD.herm.eq, hD.idem] at hpos
```

A two-level pair shows the test vector at work when the order fails. Take

$$P=\tfrac12\begin{pmatrix}1&1\\1&1\end{pmatrix},\qquad Q=\begin{pmatrix}1&0\\0&0\end{pmatrix},$$

which for a spin one-half are "up along $x$" and "up along $z$". The vector $y=(0,1)$ satisfies $(1-Q)y=y$, so it is one of the test vectors of the proof. Here $Py=(\tfrac12,\tfrac12)$, so $y^\dagger(Q-P)y=-\tfrac12$. Accordingly $QP=\tfrac12\begin{pmatrix}1&1\\0&0\end{pmatrix}$ differs from $P$.

## Two other readings of the order

The order also holds exactly when $Q-P$ is a projector. If $Q-P$ is positive semidefinite, then $QP=P$, and the difference computation above applies. If $D=Q-P$ is a projector, then $D=D^\dagger D$ is positive semidefinite.

```lean
/-- For projectors `P` and `Q`, the difference `Q - P` is positive semidefinite if and only if
it is itself a projector. -/
theorem posSemidef_sub_iff_isProjector {P Q : Matrix n n ℂ} (hP : IsProjector P)
    (hQ : IsProjector Q) : (Q - P).PosSemidef ↔ IsProjector (Q - P) := by
  constructor
  · intro h
    exact hP.sub hQ ((posSemidef_sub_iff hP hQ).1 h)
  · intro hD
    have hpos := Matrix.posSemidef_conjTranspose_mul_self (Q - P)
    rwa [hD.herm.eq, hD.idem] at hpos
```

A nonzero vector with $Px=x$ is a state in which $P$ is certain. The order says that whenever $P$ is certain, so is $Q$. Indeed, if $QP=P$ and $Px=x$, then $Qx=QPx=Px=x$. For the converse, $P(Px)=Px$ shows that each vector $Px$ is fixed by $P$. By assumption it is then fixed by $Q$, so $QPx=Px$ for every $x$ and $QP=P$.

```lean
/-- The order is logical implication: for projectors `P` and `Q`, the difference `Q - P` is
positive semidefinite if and only if every vector left unchanged by `P` is left unchanged
by `Q`. -/
theorem posSemidef_sub_iff_implies {P Q : Matrix n n ℂ} (hP : IsProjector P)
    (hQ : IsProjector Q) :
    (Q - P).PosSemidef ↔ ∀ x : n → ℂ, P *ᵥ x = x → Q *ᵥ x = x := by
  rw [posSemidef_sub_iff hP hQ]
  constructor
  · intro h x hx
    calc Q *ᵥ x = Q *ᵥ (P *ᵥ x) := by rw [hx]
      _ = x := by rw [Matrix.mulVec_mulVec, h, hx]
  · intro h
    -- every projected vector `P x` is left unchanged by `P`
    apply eq_of_mulVec_eq
    intro x
    rw [← Matrix.mulVec_mulVec]
    exact h _ (by rw [Matrix.mulVec_mulVec, hP.idem])
```

## Mutually exclusive propositions

The condition $P+Q\le1$ says that the two "yes" probabilities add up to at most one in every state. Since $1-(P+Q)=(1-P)-Q$, it is the order relation $Q\le1-P$. The criterion turns this into $(1-P)Q=Q$, which is $PQ=0$. The Lean proof is this rewriting, with `hP.compl` supplying the fact that $1-P$ is a projector.

```lean
/-- Mutually exclusive propositions: for projectors `P` and `Q`, the matrix `1 - (P + Q)` is
positive semidefinite if and only if `P Q = 0`. -/
theorem posSemidef_one_sub_add_iff {P Q : Matrix n n ℂ} (hP : IsProjector P)
    (hQ : IsProjector Q) : (1 - (P + Q)).PosSemidef ↔ P * Q = 0 := by
  -- this is the order relation between `Q` and the negation of `P`
  rw [← sub_sub, posSemidef_sub_iff hQ hP.compl, sub_mul, one_mul, sub_eq_self]
```

## The quantum "and" of commuting propositions

Let $PQ=QP$. Then $(PQ)^\dagger=QP=PQ$ and $PQPQ=P^2Q^2=PQ$, so the product is a projector. For a projector $R$, the criterion translates the three order relations as follows:

- $R\le PQ$ means $PQR=R$.
- $R\le P$ means $PR=R$.
- $R\le Q$ means $QR=R$.

If $PQR=R$, then $PR=P\,PQR=PQR=R$. Likewise $QR=Q\,PQR=Q\,QPR=QPR=PQR=R$. Conversely, $PR=R$ and $QR=R$ give $PQR=PR=R$.

Thus $PQ$ is the greatest lower bound of $P$ and $Q$ among projectors. The hypothesis `hc` stands for compatible measurements; without it $PQ$ is not Hermitian and so is not a proposition. The meet of incompatible propositions is not treated.

The proof first builds `hPQ`, the projector property of the product. It then replaces all three order relations by matrix equations. Two `calc` blocks derive $PR=R$ and $QR=R$ from $PQR=R$, and a rewrite gives the converse.

```lean
/-- The quantum "and": for commuting projectors `P` and `Q`, a projector `R` lies below the
product `P Q` if and only if it lies below both `P` and `Q`. -/
theorem posSemidef_mul_sub_iff {P Q R : Matrix n n ℂ} (hP : IsProjector P)
    (hQ : IsProjector Q) (hR : IsProjector R) (hc : P * Q = Q * P) :
    (P * Q - R).PosSemidef ↔ (P - R).PosSemidef ∧ (Q - R).PosSemidef := by
  have hPQ : IsProjector (P * Q) := by
    constructor
    · change (P * Q)ᴴ = P * Q
      rw [Matrix.conjTranspose_mul, hP.herm.eq, hQ.herm.eq, hc]
    · calc P * Q * (P * Q) = P * (Q * P) * Q := by noncomm_ring
        _ = P * (P * Q) * Q := by rw [hc]
        _ = (P * P) * (Q * Q) := by noncomm_ring
        _ = P * Q := by rw [hP.idem, hQ.idem]
  rw [posSemidef_sub_iff hR hPQ, posSemidef_sub_iff hR hP, posSemidef_sub_iff hR hQ]
  constructor
  · intro h
    constructor
    · calc P * R = P * (P * Q * R) := by rw [h]
        _ = (P * P) * Q * R := by noncomm_ring
        _ = R := by rw [hP.idem, h]
    · calc Q * R = Q * (P * Q * R) := by rw [h]
        _ = Q * (Q * P * R) := by rw [hc]
        _ = (Q * Q) * P * R := by noncomm_ring
        _ = R := by rw [hQ.idem, ← hc, h]
  · rintro ⟨h1, h2⟩
    rw [mul_assoc, h2, h1]
```

## A superposition inside a two-level subspace

Number the levels of a three-level system 0, 1, 2, with basis vectors $e_0,e_1,e_2$. The normalised superposition $(e_0+e_1)/\sqrt2$ has the projector

$$P=\tfrac12\begin{pmatrix}1&1&0\\1&1&0\\0&0&0\end{pmatrix}.$$

```lean
/-- The projector onto the equal superposition of the first two levels of a three-level
system. -/
def superposition : Matrix (Fin 3) (Fin 3) ℂ :=
  !![1/2, 1/2, 0; 1/2, 1/2, 0; 0, 0, 0]
```

The proposition "the system is in the span of levels 0 and 1" is $Q=\mathrm{diag}(1,1,0)$.

```lean
/-- The projector onto the span of the first two levels of a three-level system. -/
def lowerLevels : Matrix (Fin 3) (Fin 3) ℂ :=
  !![1, 0, 0; 0, 1, 0; 0, 0, 0]
```

Multiplying by $Q$ from the left keeps rows 0 and 1 of $P$ and sets row 2 to zero. That row is zero already, so $QP=P$. The difference is

$$Q-P=\tfrac12\begin{pmatrix}1&-1&0\\-1&1&0\\0&0&0\end{pmatrix},$$

the projector onto $(e_0-e_1)/\sqrt2$, with eigenvalues 1, 0, 0. In the state $e_0$, for example, $P$ has probability $\tfrac12$ and $Q$ has probability 1.

The theorem states that both matrices are projectors, that they differ, and that $P\le Q$. Its proof checks Hermiticity, idempotency and $QP=P$ entry by entry, and tells the matrices apart by their entry $(0,1)$, which is $\tfrac12$ in one and 0 in the other. The main criterion then yields positivity without computing any eigenvalues.

```lean
/-- The superposition projector and the projector onto the first two levels are distinct
projectors, and the first lies below the second. -/
theorem posSemidef_sub_witness :
    IsProjector superposition ∧ IsProjector lowerLevels ∧ superposition ≠ lowerLevels ∧
      (lowerLevels - superposition).PosSemidef := by
  have hP : IsProjector superposition := by
    constructor
    · apply Matrix.IsHermitian.ext
      intro i j
      fin_cases i <;> fin_cases j <;> simp [superposition]
    · ext i j
      fin_cases i <;> fin_cases j <;>
        norm_num [superposition, Matrix.mul_apply, Fin.sum_univ_succ]
  have hQ : IsProjector lowerLevels := by
    constructor
    · apply Matrix.IsHermitian.ext
      intro i j
      fin_cases i <;> fin_cases j <;> simp [lowerLevels]
    · ext i j
      fin_cases i <;> fin_cases j <;>
        simp [lowerLevels, Matrix.mul_apply, Fin.sum_univ_succ]
  refine ⟨hP, hQ, ?_, (posSemidef_sub_iff hP hQ).2 ?_⟩
  · intro h
    have h01 := congrFun (congrFun h 0) 1
    norm_num [superposition, lowerLevels] at h01
  · ext i j
    fin_cases i <;> fin_cases j <;>
      simp [superposition, lowerLevels, Matrix.mul_apply, Fin.sum_univ_succ]

end

end QuantumLogicOrder
```

```lean
#print axioms QuantumLogicOrder.posSemidef_sub_iff_isProjector
#print axioms QuantumLogicOrder.posSemidef_sub_iff_implies
#print axioms QuantumLogicOrder.posSemidef_one_sub_add_iff
#print axioms QuantumLogicOrder.posSemidef_mul_sub_iff
```

```
'QuantumLogicOrder.posSemidef_sub_iff_isProjector' depends on axioms: [propext, Classical.choice, Quot.sound]
'QuantumLogicOrder.posSemidef_sub_iff_implies' depends on axioms: [propext, Classical.choice, Quot.sound]
'QuantumLogicOrder.posSemidef_one_sub_add_iff' depends on axioms: [propext, Classical.choice, Quot.sound]
'QuantumLogicOrder.posSemidef_mul_sub_iff' depends on axioms: [propext, Classical.choice, Quot.sound]
```
